# The integral of sⁿe^(−as) over s > 0 is n!/aⁿ⁺¹ for natural n and Re a > 0

The theorem `integral_pow_mul_exp` evaluates the integral of sⁿe^(−as) over the positive half-line as n!/aⁿ⁺¹, for every natural number n and every complex a with positive real part. The real part of a makes the exponential decay, while an imaginary part, if there is one, makes it oscillate. The attempt tries to get the value from Mathlib's Gamma-function integral, by turning its complex powers into natural powers and its Gamma value into a factorial.

This version doesn't compile in Lean 4 with Mathlib:

```lean
import Mathlib

open MeasureTheory Set Filter Topology

namespace IntegralPowMulExp

noncomputable section

/-- A power times a complex exponential is absolutely integrable on the half-line when the
complex decay constant `a` has positive real part. -/
theorem integrableOn_pow_mul_exp (n : ℕ) {a : ℂ} (ha : 0 < a.re) :
    IntegrableOn (fun s : ℝ => (s : ℂ) ^ n * Complex.exp (-(a * s))) (Ioi 0) := by
  have hn : (-1 : ℝ) < n := by
    have : (0 : ℝ) ≤ n := Nat.cast_nonneg n
    linarith
  have h := integrableOn_rpow_mul_exp_neg_mul_rpow (p := 1) (s := (n : ℝ)) (b := a.re)
    hn (by norm_num) ha
  refine Integrable.mono' h (Continuous.aestronglyMeasurable (by fun_prop)) ?_
  filter_upwards [ae_restrict_mem measurableSet_Ioi] with s hs
  have hs' : 0 < s := hs
  have hr : (-(a * (s : ℂ))).re = -a.re * s := by simp
  have e : ‖(s : ℂ) ^ n * Complex.exp (-(a * s))‖
      = s ^ (n : ℝ) * Real.exp (-a.re * s ^ (1 : ℝ)) := by
    rw [norm_mul, norm_pow, Complex.norm_real, Real.norm_of_nonneg hs'.le, Complex.norm_exp,
      hr, Real.rpow_natCast, Real.rpow_one]
  exact e.le

/-- The Laplace integral of `s ^ n` is `n! / a ^ (n + 1)` for a complex decay constant `a`
with positive real part. -/
theorem integral_pow_mul_exp (n : ℕ) {a : ℂ} (ha : 0 < a.re) :
    ∫ s : ℝ in Ioi 0, (s : ℂ) ^ n * Complex.exp (-(a * s))
      = (n.factorial : ℂ) / a ^ (n + 1) := by
  have hn : 0 < ((n : ℂ) + 1).re := by
    rw [Complex.add_re, Complex.natCast_re, Complex.one_re]
    positivity
  have h := Complex.integral_cpow_mul_exp_neg_mul_Ioi hn ha
  have hp : (1 / a) ^ ((n : ℂ) + 1) = (1 / a) ^ (n + 1) := by
    exact_mod_cast Complex.cpow_natCast (1 / a) (n + 1)
  rw [hp, Complex.Gamma_nat_eq_factorial] at h
  simp only [add_sub_cancel_right, Complex.cpow_natCast] at h
  rw [h, one_div_pow]
  ring

end

end IntegralPowMulExp
```

The compiler's answer:

```
Main.lean:39:6: error: Tactic `rewrite` failed: Did not find an occurrence of the pattern
  (1 / a) ^ (↑n + 1)
in the target expression
  ∫ (t : ℝ) in Ioi 0, ↑t ^ (↑n + 1 - 1) * Complex.exp (-(↑a.re * ↑t)) = (1 / ↑a.re) ^ (↑n + 1) * Complex.Gamma (↑n + 1)

n : ℕ
a : ℂ
ha : 0 < a.re
hn : 0 < (↑n + 1).re
h :
  ∫ (t : ℝ) in Ioi 0, ↑t ^ (↑n + 1 - 1) * Complex.exp (-(↑a.re * ↑t)) = (1 / ↑a.re) ^ (↑n + 1) * Complex.Gamma (↑n + 1)
hp : (1 / a) ^ (↑n + 1) = (1 / a) ^ (n + 1)
⊢ ∫ (s : ℝ) in Ioi 0, ↑s ^ n * Complex.exp (-(a * ↑s)) = ↑n.factorial / a ^ (n + 1)
```

Lean accepts the file once it reads:

```diff
@@ -31,14 +31,50 @@
     ∫ s : ℝ in Ioi 0, (s : ℂ) ^ n * Complex.exp (-(a * s))
       = (n.factorial : ℂ) / a ^ (n + 1) := by
-  have hn : 0 < ((n : ℂ) + 1).re := by
-    rw [Complex.add_re, Complex.natCast_re, Complex.one_re]
-    positivity
-  have h := Complex.integral_cpow_mul_exp_neg_mul_Ioi hn ha
-  have hp : (1 / a) ^ ((n : ℂ) + 1) = (1 / a) ^ (n + 1) := by
-    exact_mod_cast Complex.cpow_natCast (1 / a) (n + 1)
-  rw [hp, Complex.Gamma_nat_eq_factorial] at h
-  simp only [add_sub_cancel_right, Complex.cpow_natCast] at h
-  rw [h, one_div_pow]
-  ring
+  have ha0 : a ≠ 0 := by
+    rintro rfl
+    simp at ha
+  -- the boundary term at infinity vanishes
+  have ht : ∀ m : ℕ, Tendsto (fun s : ℝ => (s : ℂ) ^ m * Complex.exp (-(a * s)))
+      atTop (𝓝 0) := by
+    intro m
+    refine squeeze_zero_norm' ?_
+      (tendsto_rpow_mul_exp_neg_mul_atTop_nhds_zero (m : ℝ) a.re ha)
+    filter_upwards [eventually_ge_atTop (0 : ℝ)] with s hs
+    have hr : (-(a * (s : ℂ))).re = -a.re * s := by simp
+    exact le_of_eq (by rw [norm_mul, norm_pow, Complex.norm_real, Real.norm_of_nonneg hs,
+      Complex.norm_exp, hr, Real.rpow_natCast])
+  have he : ∀ z : ℂ, HasDerivAt (fun z : ℂ => Complex.exp (-(a * z)))
+      (Complex.exp (-(a * z)) * -(a * 1)) z :=
+    fun z => (((hasDerivAt_id' z).const_mul a).fun_neg).cexp
+  induction n with
+  | zero =>
+    have hd : ∀ s : ℝ, HasDerivAt (fun s : ℝ => Complex.exp (-(a * s)))
+        (-a * ((s : ℂ) ^ 0 * Complex.exp (-(a * s)))) s :=
+      fun s => (he s).comp_ofReal.congr_deriv (by ring)
+    have h : ∫ s : ℝ in Ioi 0, -a * ((s : ℂ) ^ 0 * Complex.exp (-(a * s)))
+        = 0 - Complex.exp (-(a * ((0 : ℝ) : ℂ))) :=
+      integral_Ioi_of_hasDerivAt_of_tendsto' (fun s _ => hd s)
+        (Integrable.const_mul (integrableOn_pow_mul_exp 0 ha) _) (by simpa using ht 0)
+    have hz : Complex.exp (-(a * ((0 : ℝ) : ℂ))) = 1 := by simp
+    rw [integral_const_mul, hz] at h
+    rw [eq_div_iff (pow_ne_zero _ ha0), Nat.factorial_zero, Nat.cast_one]
+    linear_combination -h
+  | succ n ih =>
+    have hd : ∀ s : ℝ, HasDerivAt (fun s : ℝ => (s : ℂ) ^ (n + 1) * Complex.exp (-(a * s)))
+        (((n : ℂ) + 1) * ((s : ℂ) ^ n * Complex.exp (-(a * s)))
+          - a * ((s : ℂ) ^ (n + 1) * Complex.exp (-(a * s)))) s :=
+      fun s => ((hasDerivAt_pow (n + 1) (s : ℂ)).fun_mul (he s)).comp_ofReal.congr_deriv
+        (by rw [Nat.add_sub_cancel]; push_cast; ring)
+    have i1 := Integrable.const_mul (integrableOn_pow_mul_exp n ha) ((n : ℂ) + 1)
+    have i2 := Integrable.const_mul (integrableOn_pow_mul_exp (n + 1) ha) a
+    have h : ∫ s : ℝ in Ioi 0, (((n : ℂ) + 1) * ((s : ℂ) ^ n * Complex.exp (-(a * s)))
+          - a * ((s : ℂ) ^ (n + 1) * Complex.exp (-(a * s))))
+        = 0 - ((0 : ℝ) : ℂ) ^ (n + 1) * Complex.exp (-(a * ((0 : ℝ) : ℂ))) :=
+      integral_Ioi_of_hasDerivAt_of_tendsto' (fun s _ => hd s) (i1.sub i2) (ht (n + 1))
+    have hz : ((0 : ℝ) : ℂ) ^ (n + 1) * Complex.exp (-(a * ((0 : ℝ) : ℂ))) = 0 := by simp
+    rw [integral_sub i1 i2, integral_const_mul, integral_const_mul, hz] at h
+    rw [eq_div_iff (pow_ne_zero _ ha0)] at ih ⊢
+    rw [Nat.factorial_succ, Nat.cast_mul, Nat.cast_add, Nat.cast_one]
+    linear_combination (-a ^ (n + 1)) * h + ((n : ℂ) + 1) * ih
 
 end
```

What went wrong. The rewrite with `hp` looks for `(1 / a) ^ (↑n + 1)` in `h`, but `h` contains `(1 / ↑a.re) ^ (↑n + 1)`. The lemma as applied takes a real decay constant, and since `ha` says `0 < a.re`, Lean took that constant to be `a.re`. So `h` is about e^(−(Re a)s), without the oscillation that a complex `a` allows, and changing the form of the power would not make it the integral in the goal.

The repair drops the Gamma lemma and uses induction on `n`, integrating derivatives over the half-line with `a` kept complex. For n = 0, the derivative of e^(−as) gives the integral 1/a. In the step, the derivative of sⁿ⁺¹e^(−as) integrates to zero, which ties the integral for n + 1 to the one for n. The new `ht` supplies the zero limit at infinity, the existing `integrableOn_pow_mul_exp` supplies integrability, and `ha0` allows the division by powers of `a`.
